# Uniform friction $2\sqrt{l}$ gives the fastest worst-case decay rate in a harmonic system with lowest stiffness $l>0$

Near a minimum, damped motion in mass-weighted coordinates obeys $x''+cx'+Hx=0$, where $x$ is the displacement from the minimum, $H$ the Hessian and $c$ one friction constant for all modes. A normal mode of stiffness $a$ (its squared angular frequency without friction) has solutions $e^{zt}$ with
$$z^2+cz+a=0 .$$
The real part of $z$ is the growth rate, so the largest real part belongs to the slowest decay.

In Lean 4 with Mathlib:

```lean
import Mathlib

open scoped InnerProductSpace

namespace OptimalUniformFriction

noncomputable section
```

For stiffnesses in $[l,L]$, `bandRates l L c` collects the real parts of all complex roots. Its supremum `bandAbscissa l L c` is written $r(c)$ below.

```lean
/-- Real parts of all characteristic roots at friction `c`, for stiffnesses in `[l, L]`. -/
def bandRates (l L c : ℝ) : Set ℝ :=
  {x | ∃ a ∈ Set.Icc l L, ∃ z : ℂ, z ^ 2 + c * z + a = 0 ∧ z.re = x}

/-- The supremum of the real parts of the characteristic roots over the stiffness band. -/
def bandAbscissa (l L c : ℝ) : ℝ := sSup (bandRates l L c)
```

The supremum will turn out to equal
$$\rho(c)=\tfrac12\left(-c+s\right),\qquad s=\sqrt{\max(c^2-4l,\,0)},$$
which is `softRate l c` and does not contain $L$.

```lean
/-- A closed expression in the stiffness `l` and the friction `c`, with the discriminant
cut off at zero. -/
def softRate (l c : ℝ) : ℝ := (-c + √(max (c ^ 2 - 4 * l) 0)) / 2
```

For a Hessian, the rates come from exponents $z$ for which $e^{zt}v$ with $v\neq0$ solves the equation of motion. Here `E` is a complex inner product space of any dimension; a real Hessian acts on complex amplitudes. The friction $c$ may be any real number, even negative.

```lean
variable {E : Type*} [NormedAddCommGroup E] [InnerProductSpace ℂ E]

/-- Real parts of the exponents `z` for which `exp (z t) v`, with `v ≠ 0`, solves
`x'' + c x' + H x = 0`. -/
def hessianRates (H : E →ₗ[ℂ] E) (c : ℝ) : Set ℝ :=
  {x | ∃ z : ℂ, ∃ v : E, v ≠ 0 ∧ z ^ 2 • v + ((c : ℂ) * z) • v + H v = 0 ∧ z.re = x}
```

## No stiffness below $l$: $l\le a$

Physically, this says that no mode is softer than $l$. Write $z=x+iy$; from here on $x$ is the real part of $z$, no longer the displacement. The characteristic equation splits into
$$x^2-y^2+cx+a=0,\qquad (2x+c)\,y=0 .$$

```lean
/-- The characteristic equation of a damped mode, split into real and imaginary parts. -/
theorem root_iff (c a : ℝ) (z : ℂ) :
    z ^ 2 + c * z + a = 0 ↔
      z.re ^ 2 - z.im ^ 2 + c * z.re + a = 0 ∧ (2 * z.re + c) * z.im = 0 := by
  rw [Complex.ext_iff]
  simp only [pow_two, Complex.add_re, Complex.add_im, Complex.mul_re, Complex.mul_im,
    Complex.ofReal_re, Complex.ofReal_im, Complex.zero_re, Complex.zero_im]
  constructor
  · rintro ⟨h1, h2⟩
    exact ⟨by linear_combination h1, by linear_combination h2⟩
  · rintro ⟨h1, h2⟩
    exact ⟨by linear_combination h1, by linear_combination h2⟩
```

If $y\neq0$, the mode oscillates and $x=-c/2\le\rho(c)$. If $y=0$, completing the square gives
$$(2x+c)^2=c^2-4a\le c^2-4l\le s^2,$$
so $2x+c\le s$ and again $x\le\rho(c)$. The hypothesis enters at the first inequality, which is part of the single `nlinarith` step in `root_re_le`; the two cases come from `mul_eq_zero`.

```lean
/-- Every characteristic root of a mode with stiffness at least `l` has real part at most
`softRate l c`. -/
theorem root_re_le {l a c : ℝ} (hla : l ≤ a) {z : ℂ} (hz : z ^ 2 + c * z + a = 0) :
    z.re ≤ softRate l c := by
  obtain ⟨h1, h2⟩ := (root_iff c a z).mp hz
  unfold softRate
  rcases mul_eq_zero.mp h2 with h | h
  · -- the real part is `-c/2`, as for every oscillating mode
    linarith [Real.sqrt_nonneg (max (c ^ 2 - 4 * l) 0)]
  · -- real root: complete the square
    rw [h] at h1
    have h3 : (2 * z.re + c) ^ 2 ≤ max (c ^ 2 - 4 * l) 0 :=
      le_trans (by nlinarith) (le_max_left _ _)
    linarith [le_trans (le_abs_self _) (Real.abs_le_sqrt h3)]
```

Without it the bound fails: for $l=1$, $c=2$ and $a=0$, the root $z=0$ lies above $\rho(2)=-1$.

The bound is reached at $a=l$, for any real $l$. If $c^2\ge4l$, take $z=\tfrac12(-c+\sqrt{c^2-4l})$; otherwise take $z=\tfrac12(-c+i\sqrt{4l-c^2})$. Both have real part $\rho(c)$. In the proof, `t` is the imaginary part of the square root of the discriminant, and `root_iff` turns the two real equations back into the complex one.

```lean
/-- The mode of stiffness `l` has a characteristic root with real part `softRate l c`. -/
theorem exists_soft_root (l c : ℝ) :
    ∃ z : ℂ, z ^ 2 + c * z + l = 0 ∧ z.re = softRate l c := by
  -- a root of the discriminant: real part `√(max (c ^ 2 - 4 * l) 0)`, imaginary part `t`
  obtain ⟨t, h1, h2⟩ : ∃ t : ℝ, √(max (c ^ 2 - 4 * l) 0) ^ 2 - t ^ 2 = c ^ 2 - 4 * l ∧
      √(max (c ^ 2 - 4 * l) 0) * t = 0 := by
    rcases le_total 0 (c ^ 2 - 4 * l) with h | h
    · refine ⟨0, ?_, mul_zero _⟩
      rw [max_eq_left h, Real.sq_sqrt h]
      ring
    · refine ⟨√(4 * l - c ^ 2), ?_, ?_⟩
      · rw [max_eq_right h, Real.sqrt_zero, Real.sq_sqrt (by linarith)]
        ring
      · rw [max_eq_right h, Real.sqrt_zero, zero_mul]
  refine ⟨⟨softRate l c, t / 2⟩, (root_iff c l _).mpr ⟨?_, ?_⟩, rfl⟩
  · simp only [softRate]
    linear_combination h1 / 4
  · simp only [softRate]
    linear_combination h2 / 2
```

## A true minimum: $0<l$

Positive $l$ means that every mode is bound. Put $q=\sqrt l$.

- If $c\le2q$, then $\rho(c)\ge-c/2\ge-q$.
- If $c\ge2q$, then $(c-2q)^2=c^2-4l-4q(c-2q)\le s^2$. Hence $s\ge c-2q$ and $\rho(c)\ge-q$.

If $\rho(c)=-q$, then $s=c-2q$, so $c\ge2q$. Since $s^2\ge c^2-4l$, we also get $4q(c-2q)\le0$. Dividing by $q>0$ gives $c\le2q$, hence $c=2q$. Conversely, $c=2q$ makes $s=0$ and $\rho(c)=-q$.

The proof follows these cases. Positivity does its decisive work at `h6`, where the factor $q$ is removed.

```lean
/-- For `l > 0`, `softRate l c` is at least `-√l`, with equality exactly at `c = 2√l`. -/
theorem softRate_optimal {l : ℝ} (hl : 0 < l) (c : ℝ) :
    -√l ≤ softRate l c ∧ (softRate l c = -√l ↔ c = 2 * √l) := by
  have hq : 0 < √l := Real.sqrt_pos.mpr hl
  have hq2 : √l ^ 2 = l := Real.sq_sqrt hl.le
  have hs := Real.sqrt_nonneg (max (c ^ 2 - 4 * l) 0)
  have hs2 : c ^ 2 - 4 * l ≤ √(max (c ^ 2 - 4 * l) 0) ^ 2 := by
    rw [Real.sq_sqrt (le_max_right _ _)]
    exact le_max_left _ _
  refine ⟨?_, ?_, ?_⟩
  · unfold softRate
    rcases le_total c (2 * √l) with h | h
    · linarith
    · have h3 : (c - 2 * √l) ^ 2 ≤ √(max (c ^ 2 - 4 * l) 0) ^ 2 := by
        nlinarith [mul_nonneg hq.le (sub_nonneg.mpr h)]
      linarith [abs_le_of_sq_le_sq' h3 hs]
  · intro h
    unfold softRate at h
    have h4 : √(max (c ^ 2 - 4 * l) 0) = c - 2 * √l := by linarith
    rw [h4] at hs hs2
    -- overdamping is excluded by comparing squares
    have h5 : √l * (c - 2 * √l) ≤ 0 := by nlinarith
    have h6 : c - 2 * √l ≤ 0 := by
      by_contra hc
      exact absurd (mul_pos hq (not_le.mp hc)) (not_lt_of_ge h5)
    linarith
  · intro h
    have h3 : c ^ 2 - 4 * l = 0 := by rw [h]; linear_combination 4 * hq2
    unfold softRate
    rw [h3, max_self, Real.sqrt_zero, h]
    ring
```

At $l=0$ uniqueness is lost: $\rho(c)=0$ for every $c\ge0$. For $l<0$, as at a saddle point, $\rho(c)>0$ for every $c$, and no friction stops the growth.

## A band that contains its softest mode: $l\le L$

This condition puts $a=l$ in the band, so the root that reaches $\rho(c)$ is available. In `optimal_uniform_friction` it is used as `hL` at exactly that point. The theorem says that $r(c)$ is attained (`IsGreatest`), that $r(c)\ge-\sqrt l$, and that equality holds exactly when $c=2\sqrt l$. The proof identifies $r(c)$ with $\rho(c)$ and applies `softRate_optimal`.

```lean
/-- Optimal uniform friction for a stiffness band: the largest real part is attained, is at
least `-√l`, and equals `-√l` exactly when `c = 2√l`. -/
theorem optimal_uniform_friction {l L : ℝ} (hl : 0 < l) (hL : l ≤ L) (c : ℝ) :
    IsGreatest (bandRates l L c) (bandAbscissa l L c) ∧
      -√l ≤ bandAbscissa l L c ∧ (bandAbscissa l L c = -√l ↔ c = 2 * √l) := by
  have hg : IsGreatest (bandRates l L c) (softRate l c) := by
    constructor
    · obtain ⟨z, hz, hr⟩ := exists_soft_root l c
      exact ⟨l, ⟨le_refl l, hL⟩, z, hz, hr⟩
    · rintro x ⟨a, ha, z, hz, rfl⟩
      exact root_re_le ha.1 hz
  have he : bandAbscissa l L c = softRate l c := hg.csSup_eq
  rw [he]
  exact ⟨hg, softRate_optimal hl c⟩
```

If $L<l$, the band is empty and there is no largest rate. If $L=l$, the statement reduces to critical damping of a single oscillator, with the double root $z=-\sqrt l$. Its general motion is $(A+Bt)e^{-\sqrt l\,t}$ with constants $A$ and $B$; the linear factor leaves the exponential rate unchanged.

At the optimal friction, stiffer modes decay at the same exponential rate. A nonreal root has $x=-c/2=-\sqrt l$. A real root satisfies $(x+\sqrt l)^2=l-a\le0$, which forces $x=-\sqrt l$. These are the two cases of the next proof.

```lean
/-- At friction `2√l`, every characteristic root of every mode with stiffness `a ≥ l` has
real part exactly `-√l`. -/
theorem common_decay_rate {l a : ℝ} (hl : 0 < l) (hla : l ≤ a) {z : ℂ}
    (hz : z ^ 2 + ((2 * √l : ℝ) : ℂ) * z + a = 0) : z.re = -√l := by
  obtain ⟨h1, h2⟩ := (root_iff _ a z).mp hz
  have hq2 : √l ^ 2 = l := Real.sq_sqrt hl.le
  rcases mul_eq_zero.mp h2 with h | h
  · linarith
  · rw [h] at h1
    have h3 : (z.re + √l) ^ 2 = 0 := le_antisymm (by nlinarith) (sq_nonneg _)
    linarith [pow_eq_zero_iff (two_ne_zero) |>.mp h3]
```

## A symmetric Hessian with lowest eigenvalue $l$

Three hypotheses replace the band. Let $v\neq0$ satisfy $(z^2+cz+H)v=0$. The inner product with $v$, divided by $\|v\|^2$, gives
$$z^2+cz+a_v=0,\qquad a_v=\frac{\langle v,Hv\rangle}{\|v\|^2}.$$
The Rayleigh quotient $a_v$ thus acts as a scalar stiffness.

- **Symmetry, `hH`,** expresses conservative forces. It makes $a_v$ real; the proof obtains the real number `m` from it. Without it, let $H$ act as $1$ on one coordinate and as $\begin{pmatrix}1&-\kappa\\ \kappa&1\end{pmatrix}$ on two others, with $\kappa>0$, which adds a nonconservative rotational force. The other two hypotheses hold for $l=1$, but the eigenvalues $1\pm i\kappa$ give, at $c=2$, a root with real part $-1+\sqrt{\kappa/2}>-1$.
- **The lower bound, `hlow`,** says that no direction is softer than $l$. It gives $a_v\ge l$, so `root_re_le` applies. If an eigenvalue $l'<l$ were present, friction $2\sqrt l$ would leave a rate of at least $-\sqrt l+\sqrt{l-l'}$.
- **The eigenvector, `hu` and `hHu`,** says that $l$ is a stiffness that actually occurs. Then $z^2+cz+l=0$ gives a solution along $u$ that reaches $\rho(c)$. If the lowest eigenvalue were $l'>l$, friction $2\sqrt{l'}$ would beat $-\sqrt l$.

The conclusion is the same as for the band, with no upper limit on the stiffness.

```lean
/-- Optimal uniform friction for a symmetric Hessian with lowest eigenvalue `l > 0`: the
largest real part is attained, is at least `-√l`, and equals `-√l` exactly when `c = 2√l`. -/
theorem hessian_optimal_friction {H : E →ₗ[ℂ] E} (hH : H.IsSymmetric) {l : ℝ} (hl : 0 < l)
    (hlow : ∀ v, l * ‖v‖ ^ 2 ≤ (⟪v, H v⟫_ℂ).re) {u : E} (hu : u ≠ 0)
    (hHu : H u = (l : ℂ) • u) (c : ℝ) :
    IsGreatest (hessianRates H c) (sSup (hessianRates H c)) ∧
      -√l ≤ sSup (hessianRates H c) ∧
      (sSup (hessianRates H c) = -√l ↔ c = 2 * √l) := by
  have hg : IsGreatest (hessianRates H c) (softRate l c) := by
    constructor
    · obtain ⟨z, hz, hr⟩ := exists_soft_root l c
      refine ⟨z, u, hu, ?_, hr⟩
      rw [hHu, ← add_smul, ← add_smul, hz, zero_smul]
    · rintro x ⟨z, v, hv, h, rfl⟩
      -- the Rayleigh quotient `m / ‖v‖²` plays the role of the stiffness
      obtain ⟨m, hm⟩ : ∃ m : ℝ, ⟪v, H v⟫_ℂ = (m : ℂ) :=
        ⟨_, (Complex.conj_eq_iff_re.mp (by rw [inner_conj_symm]; exact hH v v)).symm⟩
      have hn : ⟪v, v⟫_ℂ = ((‖v‖ ^ 2 : ℝ) : ℂ) :=
        (inner_self_eq_norm_sq_to_K (𝕜 := ℂ) v).trans (Complex.ofReal_pow ‖v‖ 2).symm
      have hN : 0 < ‖v‖ ^ 2 := pow_pos (norm_pos_iff.mpr hv) 2
      have hi : ⟪v, z ^ 2 • v + ((c : ℂ) * z) • v + H v⟫_ℂ = 0 := by
        rw [h, inner_zero_right]
      rw [inner_add_right, inner_add_right, inner_smul_right, inner_smul_right, hn, hm] at hi
      have hb := hlow v
      rw [hm, Complex.ofReal_re] at hb
      have hq : ((‖v‖ ^ 2 : ℝ) : ℂ) * ((m / ‖v‖ ^ 2 : ℝ) : ℂ) = (m : ℂ) := by
        rw [← Complex.ofReal_mul, mul_div_cancel₀ m hN.ne']
      refine root_re_le ((le_div_iff₀ hN).mpr hb) ?_
      apply mul_left_cancel₀ (Complex.ofReal_ne_zero.mpr hN.ne')
      linear_combination hi + hq
  rw [hg.csSup_eq]
  exact ⟨hg, softRate_optimal hl c⟩
```

A Hessian with stiffnesses 1 and 4 meets all three conditions with $l=1$, so its optimal friction is $c=2$.

```lean
/-- A Hessian with two normal modes, of stiffness 1 and 4. -/
def twoModeHessian : EuclideanSpace ℂ (Fin 2) →ₗ[ℂ] EuclideanSpace ℂ (Fin 2) where
  toFun v := !₂[v 0, 4 * v 1]
  map_add' v w := by ext i; fin_cases i <;> simp [mul_add]
  map_smul' a v := by ext i; fin_cases i <;> simp [mul_left_comm]
```

The witness theorem checks symmetry, the lower bound, and the unit eigenvector $(1,0)$ in coordinates.

```lean
/-- The two-mode Hessian is symmetric, is bounded below by 1, and has the first coordinate
vector as an eigenvector with eigenvalue 1. -/
theorem hessian_optimal_friction_witness :
    twoModeHessian.IsSymmetric ∧
      (∀ v, 1 * ‖v‖ ^ 2 ≤ (⟪v, twoModeHessian v⟫_ℂ).re) ∧
      (!₂[1, 0] : EuclideanSpace ℂ (Fin 2)) ≠ 0 ∧
      twoModeHessian !₂[1, 0] = ((1 : ℝ) : ℂ) • !₂[1, 0] := by
  refine ⟨?_, ?_, ?_, ?_⟩
  · intro v w
    simp only [twoModeHessian, LinearMap.coe_mk, AddHom.coe_mk, PiLp.inner_apply,
      Fin.sum_univ_two]
    have h4 : (starRingEnd ℂ) 4 = 4 := Complex.conj_eq_iff_im.mpr (by simp)
    simp
    linear_combination (w.ofLp 1 * (starRingEnd ℂ) (v.ofLp 1)) * h4
  · intro v
    rw [EuclideanSpace.norm_sq_eq]
    simp [twoModeHessian, PiLp.inner_apply, Fin.sum_univ_two, Complex.sq_norm,
      Complex.normSq_apply]
    nlinarith [mul_self_nonneg (v 1).re, mul_self_nonneg (v 1).im]
  · intro h
    have h0 := congrArg (fun v : EuclideanSpace ℂ (Fin 2) => v 0) h
    simp at h0
  · ext i
    fin_cases i <;> simp [twoModeHessian]

end

end OptimalUniformFriction
```

```lean
#print axioms OptimalUniformFriction.optimal_uniform_friction
-- 'OptimalUniformFriction.optimal_uniform_friction' depends on axioms: [propext, Classical.choice, Quot.sound]
#print axioms OptimalUniformFriction.common_decay_rate
-- 'OptimalUniformFriction.common_decay_rate' depends on axioms: [propext, Classical.choice, Quot.sound]
#print axioms OptimalUniformFriction.hessian_optimal_friction
-- 'OptimalUniformFriction.hessian_optimal_friction' depends on axioms: [propext, Classical.choice, Quot.sound]
```

## Setting the friction in a damped minimiser

In geometry relaxation by damped dynamics, the result suggests $c=2\omega_{\min}$ for harmonic motion in continuous time with a single friction constant, where $\omega_{\min}=\sqrt l$ is the lowest angular frequency for the masses used in the dynamics. A code can estimate $l$ from a few Lanczos steps or from the Rayleigh quotient of a recent displacement. With the exact Hessian, exact arithmetic and no component along motions of zero stiffness, such an estimate never lies below $l$, so it can err only towards too much friction. Overall translations and rotations with zero stiffness violate $l>0$, so the result is applied to the motion orthogonal to them, and $l$ is the lowest stiffness there. The time step is a separate choice, and there the stiffest mode does matter.
